# Halving a real vector q halves the spin matrix σ · q

For a real three-component vector q, the matrix σ · q is the sum of the three Pauli matrices weighted by the components of q. The lemma `pauliDot_half` says that σ · (q/2) = ½ σ · q, an equality of 2 × 2 complex matrices. The vector is arbitrary and need not have unit length. The attempt is a single `simp` call, meant to unfold the definition, carry the factor ½ inside the sum on the right, and merge it there with each component of q.

In Lean, a first try:

```lean
import Mathlib

open Matrix
open Complex (I)

namespace BreitFrameCurrent

noncomputable section

/-- The three Pauli matrices. -/
def pauli : Fin 3 → Matrix (Fin 2) (Fin 2) ℂ :=
  ![!![0, 1; 1, 0], !![0, -I; I, 0], !![1, 0; 0, -1]]

/-- The matrix `σ · a` for a real vector `a`. -/
def pauliDot (a : Fin 3 → ℝ) : Matrix (Fin 2) (Fin 2) ℂ := ∑ k, (a k : ℂ) • pauli k

lemma pauliDot_half (q : Fin 3 → ℝ) :
    pauliDot ((1 / 2 : ℝ) • q) = (1 / 2 : ℂ) • pauliDot q := by
  simp [pauliDot, Finset.smul_sum, smul_smul]

end

end BreitFrameCurrent
```

Lean reports:

```
Main.lean:18:61: error: unsolved goals
q : Fin 3 → ℝ
⊢ ∑ x, (2⁻¹ * ↑(q x)) • pauli x = ∑ x, 2⁻¹ • q x • pauli x
Main.lean:19:35: warning: This simp argument is unused:
  smul_smul

Hint: Omit it from the simp argument list.
  [apply] simp [pauliDot, Finset.smul_sum]

Note: This linter can be disabled with `set_option linter.unusedSimpArgs false`
```

The repair, with which the file compiles:

```diff
@@ -17,5 +17,8 @@
 lemma pauliDot_half (q : Fin 3 → ℝ) :
     pauliDot ((1 / 2 : ℝ) • q) = (1 / 2 : ℂ) • pauliDot q := by
-  simp [pauliDot, Finset.smul_sum, smul_smul]
+  have h : ∀ k, ((((1 / 2 : ℝ) • q) k : ℝ) : ℂ) = (1 / 2 : ℂ) * (q k : ℂ) := by
+    intro k
+    simp
+  simp only [pauliDot, Finset.smul_sum, smul_smul, h]
 
 end
```

Cause. The error shows two sums that agree mathematically but are written differently. On the left, each Pauli matrix is multiplied by one complex number, `2⁻¹ * ↑(q x)`. On the right, it is multiplied first by `q x`, now without the coercion arrow and so acting as a real scalar, and then by the complex `2⁻¹`. The default simp set has turned the complex scalar `↑(q x)` into a real one. `smul_smul` merges two successive scalars only when they have the same type, so it cannot join these; the warning confirms that it was never used.

The repair first proves `h`, which says that each component of the halved vector, cast to ℂ, is `1 / 2` times the cast component of `q`. This concerns numbers only, and `simp` proves it. The final `simp only` uses just the listed lemmas, so the scalars on the right stay complex and `smul_smul` can merge them. Rewriting with `h` gives the left side the same coefficients, and the two sums coincide.
